# An orbital symmetry shared by the integrals and the density is kept by the closed-shell Fock matrix

## Two sites and their exchange

Take the Hubbard dimer: sites 0 and 1, hopping −t between them, and repulsion U between two electrons on the same site. Let D be the density matrix of one spin in a closed-shell mean-field calculation. The Fock matrix is

F₀₀ = U D₀₀, F₁₁ = U D₁₁, F₀₁ = F₁₀ = −t.

Exchanging the sites in D exchanges the diagonal entries of F. If D is unchanged by the exchange, so is F. The same holds for any orthogonal symmetry of the integrals in a finite real orthonormal basis.

## The statement

Let h be the one-electron matrix and (pq|rs) the two-electron integrals. Define

J_pq = Σ_rs (pq|rs) D_rs, K_pq = Σ_rs (pr|sq) D_rs,

F(D) = h + 2J − K, E(D) = tr D(h + F(D)).

Since D describes one spin, the total density matrix is 2D, and E has no factor ½. Nuclear repulsion is left out.

In `symmetry_preservation`, `hR` says RᵀR = 1, `hh` says R h Rᵀ = h, and `hg` says that the integrals `g p q r s` = (pq|rs) are fixed by the transform

(pq|rs)′ = Σ_abcd R_pa R_qb R_rc R_sd (ab|cd).

Then, for every real matrix D,

F(R D Rᵀ) = R F(D) Rᵀ, E(R D Rᵀ) = E(D),

and RD = DR implies R F(D) = F(D) R. Neither idempotency of D nor permutational symmetry of the integrals is required.

For a molecule, it remains to show that a spatial symmetry gives such an R. This requires the basis to span a space that the operation maps to itself.

In closed-shell Hartree–Fock calculations with a finite real orthonormal basis, the result means that building F from a density that shares a symmetry of the integrals does not break that symmetry. Choosing the next occupied orbitals is a separate step.

## Derivation

Write M′ = R M Rᵀ for any matrix M. The full contraction of two matrices is invariant:

Σ_rs M′_rs D′_rs = tr(R M RᵀR Dᵀ Rᵀ) = tr(M Dᵀ) = Σ_rs M_rs D_rs.

For fixed a and b, let G^ab be the matrix with entries (ab|cd). Then

(pq|rs)′ = Σ_ab R_pa R_qb (R G^ab Rᵀ)_rs.

Contracting with D′ gives the Coulomb matrix of the rotated data:

Σ_rs (pq|rs)′ D′_rs = Σ_ab R_pa R_qb J_ab = (R J Rᵀ)_pq.

K is the same contraction with the integrals (pr|sq) in place of (pq|rs). Each index carries its own factor of R, so permuting the indices commutes with the transform, and K also becomes R K Rᵀ. With h′ = R h Rᵀ, the Fock matrix becomes R F Rᵀ, and the energy is

tr(R D RᵀR (h + F) Rᵀ) = tr D(h + F).

So far R is any orthogonal matrix, and h, the integrals and D are all rotated. Rotating D alone does not in general rotate F; it does once R fixes h and the integrals. If also RD = DR, then R D Rᵀ = D, so F = R F Rᵀ, and multiplying by R on the right gives FR = RF.

## Parity, and a density without the symmetry

Give each orbital a parity χ_p = ±1. Suppose that h_pq = 0 whenever χ_p ≠ χ_q, and that (pq|rs) = 0 whenever χ_p χ_q χ_r χ_s = −1. Take R = diag(χ). Rotating h and the integrals multiplies each entry by the product of the parities of its indices, which is 1 wherever the entry is nonzero, so R fixes them all. If D does not mix parities, commutation gives

(χ_p − χ_q) F_pq = 0,

so F does not mix them either.

The condition on D matters even when R fixes all the integrals. In the dimer, put D₀₀ = 1 and all other entries 0. Then F₀₀ = U and F₁₁ = 0, so F does not commute with site exchange when U ≠ 0.

## The Lean file

```lean
import Mathlib

open Matrix

namespace HartreeFockSymmetry

noncomputable section

variable {n : Type*} [Fintype n] [DecidableEq n]

/-- The four-index transform of the two-electron integrals `(pq|rs)` by a matrix `R`. -/
def fourIndex (R : Matrix n n ℝ) (g : n → n → n → n → ℝ) : n → n → n → n → ℝ :=
  fun p q r s => ∑ a, ∑ b, ∑ c, ∑ d, R p a * R q b * R r c * R s d * g a b c d

/-- The Coulomb matrix `J_pq = Σ (pq|rs) D_rs`. -/
def coulomb (g : n → n → n → n → ℝ) (D : Matrix n n ℝ) : Matrix n n ℝ :=
  Matrix.of fun p q => ∑ r, ∑ s, g p q r s * D r s

/-- The exchange matrix `K_pq = Σ (pr|sq) D_rs`. -/
def exchange (g : n → n → n → n → ℝ) (D : Matrix n n ℝ) : Matrix n n ℝ :=
  Matrix.of fun p q => ∑ r, ∑ s, g p r s q * D r s

/-- The closed-shell Fock matrix `F = h + 2J - K`, with `D` the density matrix of one spin. -/
def fock (h : Matrix n n ℝ) (g : n → n → n → n → ℝ) (D : Matrix n n ℝ) : Matrix n n ℝ :=
  h + (2 : ℝ) • coulomb g D - exchange g D

/-- The closed-shell electronic energy `E = tr D(h + F)`. -/
def energy (h : Matrix n n ℝ) (g : n → n → n → n → ℝ) (D : Matrix n n ℝ) : ℝ :=
  Matrix.trace (D * (h + fock h g D))

omit [DecidableEq n] in
/-- The entries of a rotated matrix `R M Rᵀ`, written as a double sum. -/
theorem conj_apply (R M : Matrix n n ℝ) (r s : n) :
    (R * M * Rᵀ) r s = ∑ c, ∑ d, R r c * R s d * M c d := by
  simp only [Matrix.mul_apply, Matrix.transpose_apply, Finset.sum_mul]
  refine Finset.sum_comm.trans ?_
  refine Finset.sum_congr rfl fun c _ => Finset.sum_congr rfl fun d _ => ?_
  ring

/-- The full contraction of two matrices is unchanged when both are rotated by the same
orthogonal matrix. -/
theorem contraction_conj {R : Matrix n n ℝ} (hR : Rᵀ * R = 1) (M D : Matrix n n ℝ) :
    ∑ r, ∑ s, (R * M * Rᵀ) r s * (R * D * Rᵀ) r s = ∑ r, ∑ s, M r s * D r s := by
  have key : ∀ A B : Matrix n n ℝ,
      ∑ r, ∑ s, A r s * B r s = Matrix.trace (A * Bᵀ) := by
    intro A B
    simp [Matrix.trace, Matrix.mul_apply]
  rw [key, key]
  calc Matrix.trace (R * M * Rᵀ * (R * D * Rᵀ)ᵀ)
      = Matrix.trace (R * (M * (Rᵀ * R) * Dᵀ) * Rᵀ) := by
        simp only [Matrix.transpose_mul, Matrix.transpose_transpose, Matrix.mul_assoc]
    _ = Matrix.trace (M * Dᵀ) := by
        rw [hR, Matrix.mul_one, Matrix.trace_mul_comm (R * (M * Dᵀ)) Rᵀ,
          ← Matrix.mul_assoc, hR, Matrix.one_mul]

/-- Rotating integrals and density by the same orthogonal matrix rotates the Coulomb matrix. -/
theorem coulomb_covariant {R : Matrix n n ℝ} (hR : Rᵀ * R = 1)
    (g : n → n → n → n → ℝ) (D : Matrix n n ℝ) :
    coulomb (fourIndex R g) (R * D * Rᵀ) = R * coulomb g D * Rᵀ := by
  have swap : ∀ f : n → n → n → n → ℝ,
      ∑ r, ∑ s, ∑ a, ∑ b, f r s a b = ∑ a, ∑ b, ∑ r, ∑ s, f r s a b := by
    intro f
    calc ∑ r, ∑ s, ∑ a, ∑ b, f r s a b
        = ∑ r, ∑ a, ∑ s, ∑ b, f r s a b :=
          Finset.sum_congr rfl fun r _ => Finset.sum_comm
      _ = ∑ a, ∑ r, ∑ s, ∑ b, f r s a b := Finset.sum_comm
      _ = ∑ a, ∑ r, ∑ b, ∑ s, f r s a b :=
          Finset.sum_congr rfl fun a _ => Finset.sum_congr rfl fun r _ => Finset.sum_comm
      _ = ∑ a, ∑ b, ∑ r, ∑ s, f r s a b :=
          Finset.sum_congr rfl fun a _ => Finset.sum_comm
  ext p q
  -- the last two indices of the integrals rotate like a matrix
  have hg : ∀ r s, fourIndex R g p q r s
      = ∑ a, ∑ b, R p a * R q b * (R * Matrix.of (g a b) * Rᵀ) r s := by
    intro r s
    simp only [fourIndex, conj_apply, Matrix.of_apply, Finset.mul_sum]
    refine Finset.sum_congr rfl fun a _ => Finset.sum_congr rfl fun b _ =>
      Finset.sum_congr rfl fun c _ => Finset.sum_congr rfl fun d _ => ?_
    ring
  calc coulomb (fourIndex R g) (R * D * Rᵀ) p q
      = ∑ r, ∑ s, ∑ a, ∑ b, R p a * R q b *
          ((R * Matrix.of (g a b) * Rᵀ) r s * (R * D * Rᵀ) r s) := by
        simp only [coulomb, Matrix.of_apply, hg, Finset.sum_mul, mul_assoc]
    _ = ∑ a, ∑ b, ∑ r, ∑ s, R p a * R q b *
          ((R * Matrix.of (g a b) * Rᵀ) r s * (R * D * Rᵀ) r s) := swap _
    _ = ∑ a, ∑ b, R p a * R q b * coulomb g D a b := by
        refine Finset.sum_congr rfl fun a _ => Finset.sum_congr rfl fun b _ => ?_
        simp only [← Finset.mul_sum]
        rw [contraction_conj hR]
        rfl
    _ = (R * coulomb g D * Rᵀ) p q := (conj_apply R _ p q).symm

/-- Rotating integrals and density by the same orthogonal matrix rotates the exchange matrix. -/
theorem exchange_covariant {R : Matrix n n ℝ} (hR : Rᵀ * R = 1)
    (g : n → n → n → n → ℝ) (D : Matrix n n ℝ) :
    exchange (fourIndex R g) (R * D * Rᵀ) = R * exchange g D * Rᵀ := by
  -- exchange is the Coulomb contraction of integrals with permuted indices
  have hx : fourIndex R (fun p q r s => g p r s q)
      = fun p q r s => fourIndex R g p r s q := by
    funext p q r s
    simp only [fourIndex]
    refine Finset.sum_congr rfl fun a _ => Finset.sum_comm.trans ?_
    refine Finset.sum_congr rfl fun c _ => Finset.sum_comm.trans ?_
    refine Finset.sum_congr rfl fun d _ => Finset.sum_congr rfl fun b _ => ?_
    ring
  have key := coulomb_covariant hR (fun p q r s => g p r s q) D
  rw [hx] at key
  exact key

/-- Under any orthogonal change of orbitals, applied to `h`, `g` and `D` together, the Fock
matrix is rotated and the energy is unchanged. -/
theorem orbital_rotation {R : Matrix n n ℝ} (hR : Rᵀ * R = 1)
    (h : Matrix n n ℝ) (g : n → n → n → n → ℝ) (D : Matrix n n ℝ) :
    fock (R * h * Rᵀ) (fourIndex R g) (R * D * Rᵀ) = R * fock h g D * Rᵀ ∧
    energy (R * h * Rᵀ) (fourIndex R g) (R * D * Rᵀ) = energy h g D := by
  have hF : fock (R * h * Rᵀ) (fourIndex R g) (R * D * Rᵀ) = R * fock h g D * Rᵀ := by
    simp only [fock, coulomb_covariant hR, exchange_covariant hR, Matrix.mul_add,
      Matrix.mul_sub, Matrix.add_mul, Matrix.sub_mul, Matrix.mul_smul, Matrix.smul_mul]
  refine ⟨hF, ?_⟩
  unfold energy
  rw [hF]
  have e : R * D * Rᵀ * (R * h * Rᵀ + R * fock h g D * Rᵀ)
      = R * (D * (h + fock h g D)) * Rᵀ := by
    calc _ = R * D * (Rᵀ * R) * (h + fock h g D) * Rᵀ := by noncomm_ring
      _ = _ := by rw [hR]; noncomm_ring
  rw [e, Matrix.trace_mul_comm (R * (D * (h + fock h g D))) Rᵀ, ← Matrix.mul_assoc, hR,
    Matrix.one_mul]

/-- If an orthogonal `R` leaves the one- and two-electron integrals unchanged, then rotating the
density rotates the Fock matrix and keeps the energy, and the Fock matrix of every density that
commutes with `R` commutes with `R`. -/
theorem symmetry_preservation {R h : Matrix n n ℝ} {g : n → n → n → n → ℝ}
    (hR : Rᵀ * R = 1) (hh : R * h * Rᵀ = h) (hg : fourIndex R g = g) (D : Matrix n n ℝ) :
    fock h g (R * D * Rᵀ) = R * fock h g D * Rᵀ ∧
    energy h g (R * D * Rᵀ) = energy h g D ∧
    (R * D = D * R → R * fock h g D = fock h g D * R) := by
  have key := orbital_rotation hR h g D
  rw [hh, hg] at key
  refine ⟨key.1, key.2, fun hD => ?_⟩
  -- a density commuting with `R` is its own rotated copy
  have hfix : R * D * Rᵀ = D := by
    rw [hD, Matrix.mul_assoc, mul_eq_one_comm.mp hR, Matrix.mul_one]
  have hF := key.1
  rw [hfix] at hF
  calc R * fock h g D = R * fock h g D * Rᵀ * R := by
        rw [Matrix.mul_assoc (R * fock h g D), hR, Matrix.mul_one]
    _ = fock h g D * R := by rw [← hF]

/-- Let each orbital have a parity `χ = ±1`, and let the integrals vanish unless parity allows
them. If the density does not mix orbitals of different parity, neither does the Fock matrix. -/
theorem parity_selection_rule {χ : n → ℝ} {h D : Matrix n n ℝ} {g : n → n → n → n → ℝ}
    (hχ : ∀ p, χ p * χ p = 1) (hh : ∀ p q, χ p ≠ χ q → h p q = 0)
    (hg : ∀ p q r s, χ p * χ q * χ r * χ s ≠ 1 → g p q r s = 0)
    (hD : ∀ p q, χ p ≠ χ q → D p q = 0) {p q : n} (hpq : χ p ≠ χ q) :
    fock h g D p q = 0 := by
  have hR : (Matrix.diagonal χ)ᵀ * Matrix.diagonal χ = 1 := by
    rw [Matrix.diagonal_transpose, Matrix.diagonal_mul_diagonal]
    simp only [hχ, Matrix.diagonal_one]
  have h1 : Matrix.diagonal χ * h * (Matrix.diagonal χ)ᵀ = h := by
    ext a b
    rw [Matrix.diagonal_transpose, Matrix.mul_diagonal, Matrix.diagonal_mul]
    by_cases hab : χ a = χ b
    · rw [hab]
      linear_combination h a b * hχ b
    · rw [hh a b hab, mul_zero, zero_mul]
  have h2 : fourIndex (Matrix.diagonal χ) g = g := by
    have key : ∀ (a : n) (f : n → ℝ), ∑ b, Matrix.diagonal χ a b * f b = χ a * f a := by
      intro a f
      simp [Matrix.diagonal_apply]
    funext a b c d
    simp only [fourIndex, mul_assoc, ← Finset.mul_sum, key]
    by_cases habcd : χ a * χ b * χ c * χ d = 1
    · linear_combination g a b c d * habcd
    · rw [hg a b c d habcd]
      ring
  have h3 : Matrix.diagonal χ * D = D * Matrix.diagonal χ := by
    ext a b
    rw [Matrix.mul_diagonal, Matrix.diagonal_mul]
    by_cases hab : χ a = χ b
    · rw [hab, mul_comm]
    · rw [hD a b hab, mul_zero, zero_mul]
  -- compare the entries of the two products of `F` with the parity matrix
  have e := congrFun (congrFun ((symmetry_preservation hR h1 h2 D).2.2 h3) p) q
  rw [Matrix.mul_diagonal, Matrix.diagonal_mul] at e
  have e' : (χ p - χ q) * fock h g D p q = 0 := by linear_combination e
  exact (mul_eq_zero.mp e').resolve_left (sub_ne_zero.mpr hpq)

/-- The hopping matrix of the Hubbard dimer. -/
def hop (t : ℝ) : Matrix (Fin 2) (Fin 2) ℝ := !![0, -t; -t, 0]

/-- The on-site repulsion `U` of the Hubbard dimer as two-electron integrals. -/
def onsite (U : ℝ) : Fin 2 → Fin 2 → Fin 2 → Fin 2 → ℝ :=
  fun p q r s => if p = q ∧ q = r ∧ r = s then U else 0

/-- The exchange of the two sites of the dimer. -/
def siteSwap : Matrix (Fin 2) (Fin 2) ℝ := !![0, 1; 1, 0]

/-- Site exchange is orthogonal, leaves the integrals of the Hubbard dimer unchanged, and
commutes with the density matrix whose entries are all `1/2`. -/
theorem symmetry_preservation_witness (t U : ℝ) :
    siteSwapᵀ * siteSwap = 1 ∧ siteSwap * hop t * siteSwapᵀ = hop t ∧
    fourIndex siteSwap (onsite U) = onsite U ∧
    siteSwap * !![1/2, 1/2; 1/2, 1/2] = !![1/2, 1/2; 1/2, 1/2] * siteSwap := by
  refine ⟨?_, ?_, ?_, ?_⟩
  · ext i j
    fin_cases i <;> fin_cases j <;> simp [siteSwap, Matrix.mul_apply, Fin.sum_univ_two]
  · ext i j
    fin_cases i <;> fin_cases j <;> simp [siteSwap, hop, Matrix.mul_apply, Fin.sum_univ_two]
  · funext p q r s
    fin_cases p <;> fin_cases q <;> fin_cases r <;> fin_cases s <;>
      simp [fourIndex, siteSwap, onsite, Fin.sum_univ_two]
  · ext i j
    fin_cases i <;> fin_cases j <;> simp [siteSwap, Matrix.mul_apply, Fin.sum_univ_two]

/-- In the Hubbard dimer with `U ≠ 0`, the density localised on one site gives a Fock matrix
that does not commute with site exchange. -/
theorem broken_symmetry_density (t : ℝ) {U : ℝ} (hU : U ≠ 0) :
    siteSwap * fock (hop t) (onsite U) !![1, 0; 0, 0]
      ≠ fock (hop t) (onsite U) !![1, 0; 0, 0] * siteSwap := by
  intro H
  apply hU
  -- commutation would make the two diagonal entries of the Fock matrix equal
  have e := congrFun (congrFun H 0) 1
  simp only [Matrix.mul_apply, Fin.sum_univ_two] at e
  have s00 : siteSwap 0 0 = 0 := by simp [siteSwap]
  have s01 : siteSwap 0 1 = 1 := by simp [siteSwap]
  have s11 : siteSwap 1 1 = 0 := by simp [siteSwap]
  rw [s00, s01, s11] at e
  have entry : ∀ p, fock (hop t) (onsite U) !![1, 0; 0, 0] p p
      = hop t p p + 2 * coulomb (onsite U) !![1, 0; 0, 0] p p
        - exchange (onsite U) !![1, 0; 0, 0] p p := by
    intro p
    simp only [fock, Matrix.sub_apply, Matrix.add_apply, Matrix.smul_apply, smul_eq_mul]
  have h0 : hop t 0 0 = 0 := by simp [hop]
  have h1 : hop t 1 1 = 0 := by simp [hop]
  have J0 : coulomb (onsite U) !![1, 0; 0, 0] 0 0 = U := by
    simp [coulomb, onsite, Fin.sum_univ_two]
  have J1 : coulomb (onsite U) !![1, 0; 0, 0] 1 1 = 0 := by
    simp [coulomb, onsite, Fin.sum_univ_two]
  have K0 : exchange (onsite U) !![1, 0; 0, 0] 0 0 = U := by
    simp [exchange, onsite, Fin.sum_univ_two]
  have K1 : exchange (onsite U) !![1, 0; 0, 0] 1 1 = 0 := by
    simp [exchange, onsite, Fin.sum_univ_two]
  have F0 := entry 0
  have F1 := entry 1
  rw [h0, J0, K0] at F0
  rw [h1, J1, K1] at F1
  linarith

end

end HartreeFockSymmetry
```

```lean
#print axioms HartreeFockSymmetry.parity_selection_rule
-- 'HartreeFockSymmetry.parity_selection_rule' depends on axioms: [propext, Classical.choice, Quot.sound]
#print axioms HartreeFockSymmetry.broken_symmetry_density
-- 'HartreeFockSymmetry.broken_symmetry_density' depends on axioms: [propext, Classical.choice, Quot.sound]
```

## From the sums to the symmetry

`conj_apply` writes a rotated matrix as a double sum, and `contraction_conj` proves the invariant contraction by cyclicity of the trace. In `coulomb_covariant`, the local `hg` groups the last two integral indices into a rotated matrix, and `swap` moves the sums over r and s inside. `exchange_covariant` applies that result to permuted integrals.

`orbital_rotation` assembles F and E. `symmetry_preservation` then replaces the rotated integrals by the original ones. Its step `hfix` needs RRᵀ = 1, which `mul_eq_one_comm` obtains from RᵀR = 1 for these finite square matrices.

`parity_selection_rule` compares entries of the commutation relation. `symmetry_preservation_witness` checks the dimer's symmetry entry by entry, with a density whose entries are all 1/2. `broken_symmetry_density` reads off entry (0, 1) of the supposed commutation, which would force F₁₁ = F₀₀ and hence U = 0.
